# Occupied, absolutely localised spin orbitals fix each fragment's Mulliken population at its orbital count

A fragment is represented here by a label. One map assigns a label to every basis function, a second map assigns a label to every orbital, and an orbital is called absolutely localised if its coefficients vanish on all basis functions whose label differs from its own. If basis functions and orbitals are sorted by fragment, this says that the coefficient matrix is block diagonal, with rectangular blocks of any sizes. The labels make the sorting unnecessary and turn "the population of a fragment" into a sum over the basis functions that carry its label.

## Dual orbitals and the block trace

Let $S$ be the real overlap matrix of a finite basis, with basis functions indexed by $\mu$. Let $T$ be the coefficient matrix of the occupied spin orbitals, indexed by $i$, so that $T_{\mu i}$ is the coefficient of basis function $\mu$ in orbital $i$. Write $f(\mu)$ for the fragment of a basis function and $o(i)$ for the fragment of an orbital. Locality means

$$T_{\mu i} = 0 \quad\text{whenever}\quad f(\mu) \neq o(i).$$

The orbitals need be neither normalised nor orthogonal. Their overlap matrix is $\sigma = T^{\mathsf T} S T$, assumed invertible, and the density matrix of the determinant built from them is $P = T\sigma^{-1}T^{\mathsf T}$. The Mulliken population of fragment $A$ is

$$N_A = \sum_{\mu:\, f(\mu)=A} (PS)_{\mu\mu}.$$

The claim is that $PSP = P$ and that $N_A$ is the number of orbitals with $o(i)=A$.

Define the dual orbitals $D = \sigma^{-1}T^{\mathsf T}S$. They are biorthogonal to the original ones:

$$DT = \sigma^{-1}(T^{\mathsf T}ST) = \sigma^{-1}\sigma = 1.$$

Idempotency in the metric $S$ follows by grouping the factors around $DT$:

$$PSP = T\,(\sigma^{-1}T^{\mathsf T}S\,T)\,\sigma^{-1}T^{\mathsf T} = T\,(DT)\,\sigma^{-1}T^{\mathsf T} = T\sigma^{-1}T^{\mathsf T} = P.$$

For the populations, note that $PS = T\sigma^{-1}T^{\mathsf T}S = TD$. Hence

$$N_A = \sum_{\mu:\, f(\mu)=A}\ \sum_i T_{\mu i}D_{i\mu}.$$

A term can differ from zero only if $f(\mu)=o(i)$. For such terms the conditions $f(\mu)=A$ and $o(i)=A$ are the same, so the restriction may be moved from the basis functions to the orbitals:

$$N_A = \sum_{i:\, o(i)=A}\ \sum_\mu D_{i\mu}T_{\mu i} = \sum_{i:\, o(i)=A} (DT)_{ii} = \sum_{i:\, o(i)=A} 1.$$

The last sum counts the orbitals of $A$.

The density depends only on the space that the orbitals span. Let $U$ be an invertible matrix and replace $T$ by $TU$. The new orbital overlap matrix is $U^{\mathsf T}\sigma U$, with inverse $U^{-1}\sigma^{-1}(U^{\mathsf T})^{-1}$, and the new density is

$$TU\,U^{-1}\sigma^{-1}(U^{\mathsf T})^{-1}\,U^{\mathsf T}T^{\mathsf T} = T\sigma^{-1}T^{\mathsf T} = P.$$

The integer populations therefore survive even when the mixed orbitals extend over several fragments.

For a single determinant of real orbitals in a finite basis, this means that, once the number of occupied orbitals on each fragment is fixed, absolutely localised orbitals permit no transfer of Mulliken population between fragments, however the orbitals polarise within their own fragments.

## Orbitals, density and population in Lean

The types `n`, `m` and `F` index basis functions, orbitals and fragments. The first two are finite.

```lean
import Mathlib

open Matrix

namespace LocalisedOrbitalPopulations

noncomputable section

variable {n m F : Type*} [Fintype n] [Fintype m] [DecidableEq m] [DecidableEq F]
```

The matrix $\sigma$ is defined for any real square `S`. Neither symmetry nor positivity is required, because the algebra above uses neither. A physical overlap matrix of linearly independent basis functions is symmetric and positive definite, and then invertibility of $\sigma$ means precisely that the occupied orbitals are linearly independent.

```lean
/-- The overlap matrix `σ = Tᵀ S T` of the orbitals whose coefficients are the columns
of `T`, in a basis with overlap matrix `S`. -/
def orbitalMetric (S : Matrix n n ℝ) (T : Matrix n m ℝ) : Matrix m m ℝ :=
  Tᵀ * S * T
```

The density matrix carries one electron per spin orbital. If the basis functions are purely spatial, `T` holds the occupied orbitals of one spin only, and the populations of the two spins are added afterwards. In a closed shell the two are equal, so the total population of a fragment is twice the number of its occupied spatial orbitals.

```lean
/-- The density matrix `P = T σ⁻¹ Tᵀ` of singly occupied, possibly non-orthogonal spin
orbitals; it is meant for invertible `σ`. -/
def density (S : Matrix n n ℝ) (T : Matrix n m ℝ) : Matrix n n ℝ :=
  T * (orbitalMetric S T)⁻¹ * Tᵀ
```

The population is the trace of $PS$ restricted to one fragment. The filter `frag μ = A` in the sum selects the basis functions. This is the Mulliken convention; other population analyses assign the overlap density differently and are not treated.

```lean
/-- The Mulliken population of fragment `A`: the trace of `P S` over the basis functions
that `frag` assigns to `A`. -/
def population (frag : n → F) (S P : Matrix n n ℝ) (A : F) : ℝ :=
  ∑ μ with frag μ = A, (P * S) μ μ
```

Locality is a statement about entries of `T`, with `frag` and `orb` in the roles of $f$ and $o$. It places no restriction on `S`, so basis functions on different fragments may overlap.

```lean
/-- Absolutely localised orbitals: an orbital has no coefficient on the basis functions
of a fragment other than its own. -/
def IsLocalised (frag : n → F) (orb : m → F) (T : Matrix n m ℝ) : Prop :=
  ∀ μ i, frag μ ≠ orb i → T μ i = 0
```

## Biorthogonality and idempotency

The hypothesis `IsUnit (orbitalMetric S T).det` says that the determinant of $\sigma$ is a unit of the real numbers, that is, nonzero. The first theorem is $DT=1$ with $D$ written out. Its proof takes $\sigma^{-1}\sigma=1$ from Mathlib and unfolds the definition of $\sigma$, with the products regrouped by associativity.

```lean
/-- If the orbital overlap matrix `σ` is invertible, the dual orbitals `σ⁻¹ Tᵀ S` are
biorthogonal to the orbitals `T`. -/
theorem dual_mul_orbitals (S : Matrix n n ℝ) (T : Matrix n m ℝ)
    (hσ : IsUnit (orbitalMetric S T).det) :
    (orbitalMetric S T)⁻¹ * Tᵀ * S * T = 1 := by
  have h := Matrix.nonsing_inv_mul _ hσ
  simpa only [orbitalMetric, Matrix.mul_assoc] using h
```

The idempotency theorem needs no fragments and no locality. The first step of the `calc` block isolates the factor $DT$ in $PSP$, and the second replaces it by the identity.

```lean
/-- If the orbital overlap matrix is invertible, the density matrix is idempotent in the
metric of the basis: `P S P = P`. -/
theorem density_idempotent (S : Matrix n n ℝ) (T : Matrix n m ℝ)
    (hσ : IsUnit (orbitalMetric S T).det) :
    density S T * S * density S T = density S T := by
  calc density S T * S * density S T
      = T * ((orbitalMetric S T)⁻¹ * Tᵀ * S * T) * ((orbitalMetric S T)⁻¹ * Tᵀ) := by
        simp only [density, Matrix.mul_assoc]
    _ = density S T := by
        rw [dual_mul_orbitals S T hσ, Matrix.mul_one, density, Matrix.mul_assoc]
```

## Moving the restriction from basis functions to orbitals

The main theorem adds the locality hypothesis `hT`. Its right-hand side is the number of orbitals `i` with `orb i = A`, read as a real number. A fragment without orbitals is allowed and has population zero.

The proof first rewrites $PS$ as $TD$. The `generalize` step then replaces the explicit expression for the dual orbitals by a single letter `D`, about which only $DT=1$ is retained.

The first equality of the `calc` block is the exchange of restrictions, checked term by term in four cases:

- If both `frag μ = A` and `orb i = A`, the two sides contain the same product in opposite order.
- If only one of the two conditions holds, the labels differ and locality makes $T_{\mu i}$ vanish.
- If neither holds, both sides contribute zero.

The second equality interchanges the sums over $\mu$ and $i$ and recognises the diagonal element $(DT)_{ii}$. The third inserts $DT=1$ and counts.

```lean
/-- For absolutely localised orbitals with invertible overlap matrix, the Mulliken
population of each fragment equals the number of its orbitals. -/
theorem population_eq_orbital_count (frag : n → F) (orb : m → F)
    (S : Matrix n n ℝ) (T : Matrix n m ℝ) (hT : IsLocalised frag orb T)
    (hσ : IsUnit (orbitalMetric S T).det) (A : F) :
    population frag S (density S T) A =
      ((Finset.univ.filter fun i => orb i = A).card : ℝ) := by
  have hD := dual_mul_orbitals S T hσ
  have hPS : density S T * S = T * ((orbitalMetric S T)⁻¹ * Tᵀ * S) := by
    simp only [density, Matrix.mul_assoc]
  unfold population
  rw [hPS]
  -- from here on, `D * T = 1` is the only property of the dual orbitals `D` that is used
  generalize (orbitalMetric S T)⁻¹ * Tᵀ * S = D at hD ⊢
  calc ∑ μ with frag μ = A, (T * D) μ μ
      = ∑ μ, ∑ i, if orb i = A then D i μ * T μ i else 0 := by
        -- locality: restricting the basis functions is restricting the orbitals
        rw [Finset.sum_filter]
        refine Finset.sum_congr rfl fun μ _ => ?_
        rw [Matrix.mul_apply]
        by_cases h : frag μ = A
        · rw [if_pos h]
          refine Finset.sum_congr rfl fun i _ => ?_
          by_cases hi : orb i = A
          · rw [if_pos hi, mul_comm]
          · rw [if_neg hi, hT μ i (fun e => hi (e.symm.trans h)), zero_mul]
        · rw [if_neg h]
          symm
          refine Finset.sum_eq_zero fun i _ => ?_
          by_cases hi : orb i = A
          · rw [if_pos hi, hT μ i (fun e => h (e.trans hi)), mul_zero]
          · rw [if_neg hi]
    _ = ∑ i, if orb i = A then (D * T) i i else 0 := by
        rw [Finset.sum_comm]
        refine Finset.sum_congr rfl fun i _ => ?_
        by_cases hi : orb i = A
        · simp only [if_pos hi, Matrix.mul_apply]
        · simp only [if_neg hi, Finset.sum_const_zero]
    _ = ((Finset.univ.filter fun i => orb i = A).card : ℝ) := by
        rw [hD]
        simp [Matrix.one_apply_eq]
```

## Delocalised orbitals with the same span

The next theorem states that `density S (T * U)` equals `density S T` when $\sigma$ and `U` are invertible. The intermediate fact `hinv` is the formula for the inverse of $U^{\mathsf T}\sigma U$. It is obtained by multiplying this matrix by the proposed inverse and finding the identity. The remaining lines cancel $UU^{-1}$ and $(U^{\mathsf T})^{-1}U^{\mathsf T}$ as in the derivation by hand.

```lean
/-- Mixing orbitals with invertible overlap matrix among themselves by an invertible
matrix `U` leaves the density matrix unchanged. -/
theorem density_mul_right (S : Matrix n n ℝ) (T : Matrix n m ℝ) (U : Matrix m m ℝ)
    (hσ : IsUnit (orbitalMetric S T).det) (hU : IsUnit U.det) :
    density S (T * U) = density S T := by
  have hUt : IsUnit Uᵀ.det := by rwa [Matrix.det_transpose]
  -- the new orbital metric is `Uᵀ σ U`
  have hinv : (orbitalMetric S (T * U))⁻¹ = U⁻¹ * (orbitalMetric S T)⁻¹ * (Uᵀ)⁻¹ := by
    apply Matrix.inv_eq_right_inv
    calc orbitalMetric S (T * U) * (U⁻¹ * (orbitalMetric S T)⁻¹ * (Uᵀ)⁻¹)
        = Uᵀ * (orbitalMetric S T * (U * U⁻¹) * (orbitalMetric S T)⁻¹) * (Uᵀ)⁻¹ := by
          simp only [orbitalMetric, Matrix.transpose_mul, Matrix.mul_assoc]
      _ = 1 := by
          rw [Matrix.mul_nonsing_inv _ hU, Matrix.mul_one, Matrix.mul_nonsing_inv _ hσ,
            Matrix.mul_one, Matrix.mul_nonsing_inv _ hUt]
  calc density S (T * U)
      = T * (U * U⁻¹) * (orbitalMetric S T)⁻¹ * ((Uᵀ)⁻¹ * Uᵀ) * Tᵀ := by
        rw [density, hinv]
        simp only [Matrix.transpose_mul, Matrix.mul_assoc]
    _ = density S T := by
        rw [Matrix.mul_nonsing_inv _ hU, Matrix.nonsing_inv_mul _ hUt, Matrix.mul_one,
          Matrix.mul_one, density]
```

Combining this with the orbital count gives the populations for mixed orbitals. Locality is required of `T` only, and `T * U` may be spread over the whole system. The count on the right still refers to the localised orbitals, since the mixed ones need not belong to any fragment.

```lean
/-- If orbitals arise by an invertible mixing `U` from absolutely localised ones with
invertible overlap matrix, each fragment's Mulliken population is still the number of
localised orbitals on it. -/
theorem population_of_mixed_orbitals (frag : n → F) (orb : m → F)
    (S : Matrix n n ℝ) (T : Matrix n m ℝ) (U : Matrix m m ℝ)
    (hT : IsLocalised frag orb T) (hσ : IsUnit (orbitalMetric S T).det)
    (hU : IsUnit U.det) (A : F) :
    population frag S (density S (T * U)) A =
      ((Finset.univ.filter fun i => orb i = A).card : ℝ) := by
  rw [density_mul_right S T U hσ hU, population_eq_orbital_count frag orb S T hT hσ A]
```

## A dimer with overlapping fragments

A small example shows that the assumptions can be met by fragments that do overlap. Three normalised basis functions are used, the first and third of which have overlap $1/2$.

```lean
/-- Overlap matrix of three normalised basis functions, of which the first and the third
overlap by `1/2`. -/
def dimerOverlap : Matrix (Fin 3) (Fin 3) ℝ :=
  !![1, 0, 1/2; 0, 1, 0; 1/2, 0, 1]
```

The first orbital is the sum of the first two basis functions, and the second orbital is the third basis function.

```lean
/-- Two orbitals: the sum of the first two basis functions, and the third one alone. -/
def dimerOrbitals : Matrix (Fin 3) (Fin 2) ℝ :=
  !![1, 0; 1, 0; 0, 1]
```

The first two basis functions belong to fragment `0` and the third to fragment `1`. The first orbital has squared norm 2, so the off-diagonal entry $1/2$ of $\sigma$ corresponds to an overlap of $1/(2\sqrt2)$ between normalised orbitals. The determinant of $\sigma$ is $2\cdot 1 - \tfrac14 = \tfrac74$, which is nonzero. The main theorem therefore applies and gives each fragment population 1.

The proof computes $\sigma$ entry by entry, checks locality for each pair of a basis function and an orbital, and evaluates the determinant.

```lean
/-- With the first two basis functions on one fragment and the third on another, the
dimer orbitals are absolutely localised, overlap each other by `1/2`, and have an
invertible overlap matrix. -/
theorem dimer_witness :
    IsLocalised (![0, 0, 1] : Fin 3 → Fin 2) (![0, 1] : Fin 2 → Fin 2) dimerOrbitals ∧
    orbitalMetric dimerOverlap dimerOrbitals = !![2, 1/2; 1/2, 1] ∧
    IsUnit (orbitalMetric dimerOverlap dimerOrbitals).det := by
  have h : orbitalMetric dimerOverlap dimerOrbitals = !![2, 1/2; 1/2, 1] := by
    ext i j
    fin_cases i <;> fin_cases j <;>
      norm_num [orbitalMetric, dimerOverlap, dimerOrbitals, Matrix.mul_apply,
        Fin.sum_univ_succ]
  refine ⟨?_, h, ?_⟩
  · intro μ i hμ
    fin_cases μ <;> fin_cases i <;> simp_all [dimerOrbitals]
  · rw [h, Matrix.det_fin_two_of, isUnit_iff_ne_zero]
    norm_num
```

## A bonding orbital shared by two sites

Without locality the count can fail. Take two orthonormal basis functions, each its own fragment, and one orbital with coefficients $(1,1)$, or $(1/\sqrt2, 1/\sqrt2)$ after normalisation. Then $S=1$ and $\sigma=(2)$, and

$$P = \begin{pmatrix}1\\1\end{pmatrix}\frac12\begin{pmatrix}1&1\end{pmatrix} = \frac12\begin{pmatrix}1&1\\1&1\end{pmatrix}.$$

The population of the first site is $1/2$, which is not a number of orbitals under any assignment. In Lean the fragment map is `id`, so each basis function is its own label, and the first site is fragment `0`. The proof computes $\sigma$ and its inverse, then evaluates the one diagonal element that enters the population.

```lean
/-- One orbital spread evenly over two orthonormal basis functions on different fragments has an
invertible overlap matrix, but puts population `1/2` on the first fragment. -/
theorem delocalised_population_half :
    IsUnit (orbitalMetric (1 : Matrix (Fin 2) (Fin 2) ℝ) !![1; 1]).det ∧
    population (id : Fin 2 → Fin 2) 1 (density 1 !![1; 1]) 0 = 1 / 2 := by
  have h : orbitalMetric (1 : Matrix (Fin 2) (Fin 2) ℝ) !![1; 1] = !![2] := by
    ext i j
    fin_cases i
    fin_cases j
    norm_num [orbitalMetric, Matrix.mul_apply, Fin.sum_univ_succ]
  have hinv : (!![2] : Matrix (Fin 1) (Fin 1) ℝ)⁻¹ = !![1/2] := by
    apply Matrix.inv_eq_right_inv
    ext i j
    fin_cases i
    fin_cases j
    norm_num [Matrix.mul_apply]
  constructor
  · rw [h, isUnit_iff_ne_zero]
    norm_num [Matrix.det_unique]
  · rw [population, density, h, hinv, Finset.sum_filter]
    norm_num [Matrix.mul_apply, Matrix.vecMul, dotProduct, Matrix.transpose_apply,
      Fin.sum_univ_succ]

end

end LocalisedOrbitalPopulations
```

```lean
#print axioms LocalisedOrbitalPopulations.density_idempotent
#print axioms LocalisedOrbitalPopulations.population_eq_orbital_count
#print axioms LocalisedOrbitalPopulations.population_of_mixed_orbitals
#print axioms LocalisedOrbitalPopulations.delocalised_population_half
```

```
'LocalisedOrbitalPopulations.density_idempotent' depends on axioms: [propext, Classical.choice, Quot.sound]
'LocalisedOrbitalPopulations.population_eq_orbital_count' depends on axioms: [propext, Classical.choice, Quot.sound]
'LocalisedOrbitalPopulations.population_of_mixed_orbitals' depends on axioms: [propext, Classical.choice, Quot.sound]
'LocalisedOrbitalPopulations.delocalised_population_half' depends on axioms: [propext, Classical.choice, Quot.sound]
```
